# The Most Populated Level of a Linear Rigid Rotor in Thermal Equilibrium Lies within One Quantum of $\sqrt{kT/2B}-\tfrac12$

## Two levels in competition

A linear rigid rotor with rotational constant $B$, taken as an energy, has levels $J=0,1,2,\dots$ with energies $BJ(J+1)$ and degeneracies $2J+1$. At temperature $T$, with $k$ the Boltzmann constant, put $x=B/(kT)$. Relative to the ground level, the lowest two levels have populations

$$p_0=1,\qquad p_1=3e^{-2x}.$$

Level 1 has three states to fill, but each is suppressed by $e^{-2x}$. It is the more populated of the two when $x<\tfrac12\log 3$, the less populated when $x>\tfrac12\log 3$, and the two are equal at $x=\tfrac12\log 3$. The same competition between growing degeneracy and falling Boltzmann factor takes place at every step of the ladder, where the populations are

$$p_J=(2J+1)\,e^{-xJ(J+1)}.$$

For every $x>0$ these populations attain a maximum, and every $J$ at which they do so satisfies

$$\left|J+\tfrac12-\frac1{\sqrt{2x}}\right|<1 .$$

Since $1/\sqrt{2x}=\sqrt{kT/(2B)}$, the peak lies within one quantum of $\sqrt{kT/(2B)}-\tfrac12$. For a rigid linear molecule whose levels carry no further statistical weights, this locates the most populated rotational level. It does not say that most molecules are in that level: at high temperature the population is spread over many levels.

## Locating the peak by comparing neighbours

Because $(J+1)(J+2)-J(J+1)=2(J+1)$, neighbouring populations are related by

$$p_{J+1}=(2J+3)\,e^{-2x(J+1)}\,e^{-xJ(J+1)} .$$

Write $y=2x(J+1)$. Then $p_{J+1}>p_J$ exactly when $(2J+3)e^{-y}>2J+1$. The inequality $1+u\le e^u$, used with both signs of $y$, gives two simple tests.

**Rise.** If $x(J+1)(2J+3)<1$, then
$$(2J+3)e^{-y}\ge(2J+3)(1-y)=2J+3-2x(J+1)(2J+3)>2J+1,$$
so $p_{J+1}>p_J$.

**Fall.** If $x(J+1)(2J+1)>1$, then
$$(2J+1)e^{y}\ge(2J+1)(1+y)=2J+1+2x(J+1)(2J+1)>2J+3,$$
so $p_{J+1}<p_J$.

**A maximum exists.** Choose a natural number $N>1/x$. For $K\ge N$ we have $x(K+1)(2K+1)\ge x(K+1)>1$, so the populations fall from $N$ onwards. The largest of $p_0,\dots,p_N$ is therefore the largest of all. For $x\le0$ the populations grow without bound and there is no maximum.

**Its position.** Let $s=1/\sqrt{2x}$, so that $2xs^2=1$, and let $J$ be a maximising level.

Suppose first that $J+\tfrac12\le s-1$, that is, $J+\tfrac32\le s$. Then
$$x(J+1)(2J+3)=2x(J+1)\left(J+\tfrac32\right)<2x\left(J+\tfrac32\right)^2\le 2xs^2=1,$$
and the rise test makes level $J+1$ more populated, a contradiction.

Suppose instead that $J+\tfrac12\ge s+1$. Since $s>0$, this excludes $J=0$, so $J=n+1$ with $n+\tfrac12\ge s$. Then
$$x(n+1)(2n+1)=2x(n+1)\left(n+\tfrac12\right)>2x\left(n+\tfrac12\right)^2\ge 2xs^2=1,$$
and the fall test makes level $n$ more populated than $J$, again a contradiction.

**The limit.** In terms of temperature, the bound gives
$$\left|J-\sqrt{\tfrac{k}{2B}}\,\sqrt T\right|<\tfrac32 .$$
After division by $\sqrt T$ the error vanishes as $T\to\infty$, so $J/\sqrt T\to\sqrt{k/(2B)}$.

## The peak at $x=0.02$, and at four times the temperature

For $x=0.02$ we have $1/\sqrt{2x}=5$, so $|J-4.5|<1$ and only $J=4$ and $J=5$ remain. Their ratio is

$$\frac{p_5}{p_4}=\frac{11}{9}\,e^{-0.2}\approx1.0007,$$

so level 5 wins by a narrow margin. At four times the temperature, $x=0.005$ and $1/\sqrt{2x}=10$, which leaves $J=9$ and $J=10$. Now $p_{10}/p_9=\tfrac{21}{19}e^{-0.1}\approx1.0001$, and level 10 wins. In this instance the peak moves from 5 to 10, as the square root suggests.

## Populations and strongest levels in Lean

```lean
import Mathlib

open Filter Topology

namespace RotorPopulations

noncomputable section
```

The function `population x J` is $p_J$. The level `J` is a natural number, converted to a real number inside the formula, and `x` is $B/(kT)$.

```lean
/-- Relative population of level `J` of a linear rigid rotor: the degeneracy `2J+1` times
the Boltzmann factor, with `x` the rotational constant in units of the thermal energy. -/
def population (x : ℝ) (J : ℕ) : ℝ :=
  (2 * (J : ℝ) + 1) * Real.exp (-(x * J * (J + 1)))
```

The populations are not divided by the partition function. That division would multiply all of them by the same positive number and leave the maximising levels unchanged.

```lean
/-- Level `J` is a strongest populated level: no level has a larger population. -/
def IsStrongest (x : ℝ) (J : ℕ) : Prop :=
  ∀ K : ℕ, population x K ≤ population x J
```

`IsStrongest x J` compares `J` with every level, not only with its neighbours. The inequality is not strict, so ties are allowed.

```lean
/-- Relative population of level `J` with rotational constant `B` (an energy), Boltzmann
constant `k` and temperature `T`, for `k * T > 0`. -/
def boltzmannWeight (B k T : ℝ) (J : ℕ) : ℝ :=
  (2 * (J : ℝ) + 1) * Real.exp (-(B * J * (J + 1)) / (k * T))
```

`boltzmannWeight` is the same population in terms of $B$, $k$ and $T$. Here `B` is an energy; a rotational constant quoted as a wavenumber must first be multiplied by $hc$, with $h$ Planck's constant and $c$ the speed of light. The model leaves out centrifugal distortion and nuclear-spin weights. It also concerns populations and not line intensities, which contain transition strengths as well.

## The two neighbour tests

The first lemma is the relation between $p_{J+1}$ and $p_J$. Its proof splits the exponent into two parts and uses `Real.exp_add`.

```lean
/-- Going from `J` to `J+1` changes the degeneracy to `2J+3` and multiplies the Boltzmann
factor by `exp(-2x(J+1))`. -/
theorem population_succ (x : ℝ) (J : ℕ) :
    population x (J + 1) = (2 * (J : ℝ) + 3) * Real.exp (-(2 * x * (J + 1)))
      * Real.exp (-(x * J * (J + 1))) := by
  have h : -(x * ((J : ℝ) + 1) * ((J : ℝ) + 1 + 1))
      = -(2 * x * (J + 1)) + -(x * J * (J + 1)) := by ring
  unfold population
  push_cast
  rw [h, Real.exp_add]
  ring
```

For the rise test, `mul_lt_mul_of_pos_right` removes the common factor $e^{-xJ(J+1)}$. What remains is $2J+1<(2J+3)e^{-y}$. The term `h1` is the inequality $1-y\le e^{-y}$ multiplied by $2J+3$, and `nlinarith` combines it with the hypothesis.

```lean
/-- The population rises from `J` to `J+1` if `x(J+1)(2J+3) < 1`. -/
theorem population_rises {x : ℝ} (J : ℕ) (h : x * (J + 1) * (2 * J + 3) < 1) :
    population x J < population x (J + 1) := by
  rw [population_succ]
  unfold population
  apply mul_lt_mul_of_pos_right _ (Real.exp_pos _)
  have h1 := mul_le_mul_of_nonneg_left (Real.add_one_le_exp (-(2 * x * ((J : ℝ) + 1))))
    (by positivity : (0 : ℝ) ≤ 2 * J + 3)
  nlinarith [h1, h]
```

The fall test begins in the same way. It then writes $e^{-y}$ as $1/e^{y}$ and clears the denominator, so that $1+y\le e^y$ can be applied.

```lean
/-- The population falls from `J` to `J+1` if `x(J+1)(2J+1) > 1`. -/
theorem population_falls {x : ℝ} (J : ℕ) (h : 1 < x * (J + 1) * (2 * J + 1)) :
    population x (J + 1) < population x J := by
  rw [population_succ]
  unfold population
  apply mul_lt_mul_of_pos_right _ (Real.exp_pos _)
  have h1 := mul_le_mul_of_nonneg_left (Real.add_one_le_exp (2 * x * ((J : ℝ) + 1)))
    (by positivity : (0 : ℝ) ≤ 2 * J + 1)
  rw [Real.exp_neg, ← div_eq_mul_inv, div_lt_iff₀ (Real.exp_pos _)]
  nlinarith [h1, h]
```

## Existence and position of the maximum

In the existence proof, `tail` shows by induction from $N$ that no later level exceeds level $N$. `Finset.exists_max_image` then selects the largest of the first $N+1$ populations, and the last lines compare it with an arbitrary level `K` on either side of $N$.

```lean
/-- For `x > 0` a strongest populated level exists. -/
theorem exists_strongest {x : ℝ} (hx : 0 < x) : ∃ J, IsStrongest x J := by
  obtain ⟨N, hN⟩ := exists_nat_gt (1 / x)
  have hN' : 1 < (N : ℝ) * x := (div_lt_iff₀ hx).1 hN
  -- no level from N onwards is more populated than level N
  have tail : ∀ K, N ≤ K → population x K ≤ population x N := by
    intro K hK
    induction K, hK using Nat.le_induction with
    | base => exact le_rfl
    | succ K hK ih =>
      refine (population_falls K ?_).le.trans ih
      have hc : (N : ℝ) ≤ K := by exact_mod_cast hK
      have hK0 : (0 : ℝ) ≤ K := K.cast_nonneg
      have h1 : 1 < x * ((K : ℝ) + 1) := by nlinarith
      nlinarith [mul_nonneg (by positivity : 0 ≤ x * ((K : ℝ) + 1)) hK0]
  -- so the largest of the first N + 1 populations is the largest of all
  obtain ⟨J, -, hJ⟩ := (Finset.range (N + 1)).exists_max_image (population x)
    ⟨N, by simp⟩
  refine ⟨J, fun K => ?_⟩
  rcases le_total N K with h | h
  · exact (tail K h).trans (hJ N (by simp))
  · exact hJ K (Finset.mem_range.2 (by omega))
```

The main theorem joins existence to the bound, which it states for every strongest level. The proof replaces $1/\sqrt{2x}$ by a variable `s`, keeping only $s>0$ and $2xs^2=1$. `abs_lt` splits the absolute value into two inequalities, and each is proved by contradiction as in the derivation above. In the second, `rcases` separates $J=0$ from $J=n+1$.

```lean
/-- For `x > 0` the rotor populations attain a maximum, and every strongest populated level
`J` has `J + 1/2` within one of `1/√(2x)`. -/
theorem strongest_level {x : ℝ} (hx : 0 < x) :
    (∃ J, IsStrongest x J) ∧
      ∀ J : ℕ, IsStrongest x J → |(J : ℝ) + 1 / 2 - 1 / √(2 * x)| < 1 := by
  refine ⟨exists_strongest hx, fun J hJ => ?_⟩
  have hs : 0 < 1 / √(2 * x) := by positivity
  have hs2 : 2 * x * (1 / √(2 * x)) ^ 2 = 1 := by
    rw [div_pow, Real.sq_sqrt (by positivity), one_pow]
    field_simp
  generalize 1 / √(2 * x) = s at hs hs2 ⊢
  rw [abs_lt]
  constructor
  · -- too low a level: the next one is more populated
    by_contra h
    have h1 : (J : ℝ) + 3 / 2 ≤ s := by linarith [not_lt.1 h]
    have h2 := mul_le_mul_of_nonneg_left
      (pow_le_pow_left₀ (by positivity : (0 : ℝ) ≤ J + 3 / 2) h1 2) hx.le
    refine absurd (hJ (J + 1)) (not_le_of_gt (population_rises J ?_))
    nlinarith [mul_pos hx (by positivity : (0 : ℝ) < J + 3 / 2)]
  · -- too high a level: the previous one is more populated
    by_contra h
    have h0 := not_lt.1 h
    rcases J with _ | n
    · push_cast at h0
      linarith
    · push_cast at h0
      have h1 : s ≤ (n : ℝ) + 1 / 2 := by linarith
      have h2 := mul_le_mul_of_nonneg_left (pow_le_pow_left₀ hs.le h1 2) hx.le
      refine absurd (hJ n) (not_le_of_gt (population_falls n ?_))
      nlinarith [mul_pos hx (by positivity : (0 : ℝ) < n + 1 / 2)]
```

The maximum need not be unique. At $x=\tfrac12\log3$, where the two lowest levels have equal populations, both are strongest.

```lean
/-- At `x = (log 3)/2` the levels `0` and `1` are both strongest populated levels. -/
theorem strongest_level_tie :
    IsStrongest (Real.log 3 / 2) 0 ∧ IsStrongest (Real.log 3 / 2) 1 := by
  have hl : 2 / 3 ≤ Real.log 3 := by
    have h := Real.log_le_sub_one_of_pos (by norm_num : (0 : ℝ) < 3⁻¹)
    rw [Real.log_inv] at h
    linarith
  have h0 : population (Real.log 3 / 2) 0 = 1 := by simp [population]
  have h1 : population (Real.log 3 / 2) 1 = 1 := by
    have e : -(Real.log 3 / 2 * ((1 : ℕ) : ℝ) * (((1 : ℕ) : ℝ) + 1)) = -Real.log 3 := by
      push_cast
      ring
    rw [population, e, Real.exp_neg, Real.exp_log (by norm_num)]
    norm_num
  have top : ∀ K, population (Real.log 3 / 2) K ≤ 1 := by
    intro K
    rcases K with _ | n
    · exact h0.le
    · induction n with
      | zero => exact h1.le
      | succ n ih =>
        refine (population_falls (n + 1) ?_).le.trans ih
        push_cast
        have hn : (0 : ℝ) ≤ n := n.cast_nonneg
        have hl0 : 0 ≤ Real.log 3 := by linarith
        nlinarith [mul_nonneg hl0 hn, mul_nonneg hl0 (mul_nonneg hn hn)]
  exact ⟨fun K => (top K).trans h0.ge, fun K => (top K).trans h1.ge⟩
```

Here `h0` and `h1` compute $p_0=p_1=1$, and `top` shows that no population exceeds 1. From level 1 onwards the fall test applies, for which the estimate $\log 3\ge\tfrac23$ is enough. It comes from $\log u\le u-1$ at $u=\tfrac13$.

## The square root of the temperature

The next lemma identifies the two forms of the population, with $x=B/(kT)$.

```lean
/-- The thermal population depends on `B`, `k` and `T` only through `x = B/(kT)`. -/
theorem boltzmannWeight_eq (B k T : ℝ) (J : ℕ) :
    boltzmannWeight B k T J = population (B / (k * T)) J := by
  unfold boltzmannWeight population
  congr 2
  ring
```

For positive $B$, $k$ and $T$, the main theorem then carries over. The only calculation left is $1/\sqrt{2B/(kT)}=\sqrt{kT/(2B)}$.

```lean
/-- For positive `B`, `k` and `T`, every strongest populated level `J` has `J + 1/2` within
one of `√(kT/(2B))`. -/
theorem strongest_level_temperature {B k T : ℝ} (hB : 0 < B) (hk : 0 < k) (hT : 0 < T)
    {J : ℕ} (hJ : ∀ K, boltzmannWeight B k T K ≤ boltzmannWeight B k T J) :
    |(J : ℝ) + 1 / 2 - √(k * T / (2 * B))| < 1 := by
  have h := (strongest_level (x := B / (k * T)) (by positivity)).2 J
    (fun K => by simpa only [boltzmannWeight_eq] using hJ K)
  have e : 1 / √(2 * (B / (k * T))) = √(k * T / (2 * B)) := by
    rw [one_div, ← Real.sqrt_inv]
    congr 1
    field_simp
  rwa [e] at h
```

In the limit theorem, `J` is a function that assigns a level to each temperature, and `hJ` requires that level to be a strongest one whenever $T>0$. Where there is a tie, either choice is allowed. $B$ and $k$ stay fixed while $T$ grows.

```lean
/-- Square-root law: for positive `B` and `k`, if `J T` is a strongest populated level at
each temperature `T > 0`, then `J T / √T` tends to `√(k/(2B))` as `T` grows. -/
theorem strongest_level_sqrt_law {B k : ℝ} (hB : 0 < B) (hk : 0 < k) (J : ℝ → ℕ)
    (hJ : ∀ T, 0 < T → ∀ K, boltzmannWeight B k T K ≤ boltzmannWeight B k T (J T)) :
    Tendsto (fun T => (J T : ℝ) / √T) atTop (𝓝 √(k / (2 * B))) := by
  have h0 : Tendsto (fun T : ℝ => 2 / √T) atTop (𝓝 0) :=
    Real.tendsto_sqrt_atTop.const_div_atTop 2
  rw [tendsto_iff_dist_tendsto_zero]
  refine squeeze_zero' (Eventually.of_forall fun _ => dist_nonneg) ?_ h0
  filter_upwards [eventually_gt_atTop 0] with T hT
  have hs : 0 < √T := Real.sqrt_pos.2 hT
  have h := strongest_level_temperature hB hk hT (hJ T hT)
  have e : √(k * T / (2 * B)) = √(k / (2 * B)) * √T := by
    rw [← Real.sqrt_mul (by positivity)]
    congr 1
    ring
  rw [e, abs_lt] at h
  -- the bounded error in J is divided by √T
  have e2 : (J T : ℝ) / √T - √(k / (2 * B))
      = ((J T : ℝ) - √(k / (2 * B)) * √T) / √T := by
    rw [sub_div, mul_div_cancel_right₀ _ hs.ne']
  rw [Real.dist_eq, e2, abs_div, abs_of_pos hs]
  gcongr
  rw [abs_le]
  constructor <;> linarith [h.1, h.2]

end

end RotorPopulations
```

The proof bounds the distance between $J(T)/\sqrt T$ and $\sqrt{k/(2B)}$ by $2/\sqrt T$, slightly more generous than the $\tfrac32$ found by hand. Since $2/\sqrt T$ tends to zero, `squeeze_zero'` gives the limit.

```lean
#print axioms RotorPopulations.strongest_level
#print axioms RotorPopulations.strongest_level_tie
#print axioms RotorPopulations.strongest_level_sqrt_law
```

```
'RotorPopulations.strongest_level' depends on axioms: [propext, Classical.choice, Quot.sound]
'RotorPopulations.strongest_level_tie' depends on axioms: [propext, Classical.choice, Quot.sound]
'RotorPopulations.strongest_level_sqrt_law' depends on axioms: [propext, Classical.choice, Quot.sound]
```
